# Minimising the lowest eigenvalue of $T/r^2+V/r$ over the length scale $r$

Let $T$ and $V$ be the kinetic and Coulomb energy operators of a fixed number of electrons, written in coordinates measured in units of a length $r$. In Hartree atomic units the Hamiltonian is $T/r^2+V/r$. For jellium, $V$ includes the neutralising background and $r$ can be the Wigner–Seitz radius $r_s$, so varying $r$ varies the density. How low can the ground-state energy go?

In a finite orthonormal basis whose functions dilate with $r$ and stay normalised, and with any background or nuclei dilating in the same way, $T$ and $V$ are fixed Hermitian matrices. Write $\langle A\rangle_\psi=\mathrm{Re}\,\langle\psi,A\psi\rangle$, and let $E_0(r)$ be the lowest eigenvalue of $T/r^2+V/r$. If $T$ is positive definite and $\langle V\rangle_\psi<0$ for some $\psi$, then

$$\min_{r>0}E_0(r)=-M,\qquad M=\max_{\|\psi\|=1,\ \langle V\rangle_\psi\le 0}\frac{\langle V\rangle_\psi^2}{4\langle T\rangle_\psi}>0 .$$

Positive definiteness means that every state in the space carries kinetic energy. A single electron with a constant wave function in a periodic cell would violate it.

## Operators, energies and scales

In Lean 4 with Mathlib:

```lean
import Mathlib

open Metric

namespace VariationalScalingBound

noncomputable section

variable {E : Type*} [NormedAddCommGroup E] [InnerProductSpace ℂ E]
```

The letter `E` denotes the space of states, not an energy. It is a complex inner product space; finite dimension is added later, where compactness is needed.

```lean
/-- The expectation value `⟨ψ, A ψ⟩` (its real part) of an operator in the state `ψ`. -/
def expect (A : E →ₗ[ℂ] E) (ψ : E) : ℝ := (inner ℂ ψ (A ψ)).re
```

`E →ₗ[ℂ] E` is the type of linear operators on the space, and `expect A ψ` is $\langle A\rangle_\psi$. There is no division by the norm: for an unnormalised state the physical mean value is $\langle A\rangle_\psi/\|\psi\|^2$.

```lean
/-- The scaled Hamiltonian `T / r² + V / r`, for a length `r ≠ 0`. -/
def scaledH (T V : E →ₗ[ℂ] E) (r : ℝ) : E →ₗ[ℂ] E :=
  ((1 / r ^ 2 : ℝ) : ℂ) • T + ((1 / r : ℝ) : ℂ) • V
```

`scaledH T V r` is $T/r^2+V/r$, with the real coefficients read as complex numbers.

```lean
/-- The lowest eigenvalue of a symmetric operator on a nonzero finite-dimensional space:
the infimum of its real eigenvalues. -/
def lowestEigenvalue (A : E →ₗ[ℂ] E) : ℝ :=
  sInf {e : ℝ | ∃ ψ : E, ψ ≠ 0 ∧ A ψ = (e : ℂ) • ψ}
```

This is the infimum of the real numbers $e$ for which $A\psi=e\psi$ has a nonzero solution. The Rayleigh–Ritz theorem below shows that it is attained.

```lean
/-- The quantity `⟨V⟩² / (4 ⟨T⟩)` in the state `ψ`, for `⟨T⟩ ≠ 0`. -/
def scalingGain (T V : E →ₗ[ℂ] E) (ψ : E) : ℝ := expect V ψ ^ 2 / (4 * expect T ψ)
```

Write $g(\psi)$ for `scalingGain T V ψ`, which is $\langle V\rangle_\psi^2/(4\langle T\rangle_\psi)$.

```lean
/-- Dividing a nonzero vector by its norm gives a unit vector, and divides the expectation
value by the squared norm. -/
theorem expect_normalized (A : E →ₗ[ℂ] E) {x : E} (hx : x ≠ 0) :
    ‖((‖x‖⁻¹ : ℝ) : ℂ) • x‖ = 1 ∧
      expect A (((‖x‖⁻¹ : ℝ) : ℂ) • x) = expect A x / ‖x‖ ^ 2 := by
  constructor
  · rw [norm_smul, Complex.norm_real, norm_inv, norm_norm,
      inv_mul_cancel₀ (norm_ne_zero_iff.2 hx)]
  · simp only [expect, map_smul, inner_smul_left, inner_smul_right, Complex.conj_ofReal,
      Complex.re_ofReal_mul]
    ring
```

For $x\ne0$, the vector $x/\|x\|$ has norm one and expectation value $\langle A\rangle_x/\|x\|^2$.

## A minimising state is an eigenvector

```lean
/-- A unit vector that minimises the expectation value of a symmetric operator among unit
vectors is an eigenvector, with the minimum as eigenvalue. -/
theorem eigenvector_of_minimum {A : E →ₗ[ℂ] E} (hA : A.IsSymmetric) {ψ : E} (hψ : ‖ψ‖ = 1)
    (hmin : ∀ φ : E, ‖φ‖ = 1 → expect A ψ ≤ expect A φ) :
    A ψ = ((expect A ψ : ℝ) : ℂ) • ψ := by
  obtain ⟨m, hm⟩ : ∃ m, m = expect A ψ := ⟨_, rfl⟩
  rw [← hm] at hmin ⊢
  have hself : ∀ x : E, (inner ℂ x x).re = ‖x‖ ^ 2 :=
    fun x => inner_self_eq_norm_sq (𝕜 := ℂ) x
  have hid : ∀ x : E, expect LinearMap.id x = ‖x‖ ^ 2 := hself
  have hbound : ∀ x : E, 0 ≤ expect A x - m * ‖x‖ ^ 2 := by
    intro x
    by_cases hx : x = 0
    · simp [hx, expect]
    · obtain ⟨h1, h2⟩ := expect_normalized A hx
      have h := hmin _ h1
      rw [h2, le_div_iff₀ (pow_pos (norm_pos_iff.2 hx) 2)] at h
      linarith
  -- vary the state along the residual `φ = A ψ - m ψ`
  obtain ⟨φ, hφ⟩ : ∃ φ, φ = A ψ - (m : ℂ) • ψ := ⟨_, rfl⟩
  have hline : ∀ B : E →ₗ[ℂ] E, B.IsSymmetric → ∀ t : ℝ, expect B (ψ + (t : ℂ) • φ) =
      expect B ψ + 2 * t * (inner ℂ φ (B ψ)).re + t ^ 2 * expect B φ := by
    intro B hB t
    have h : (inner ℂ ψ (B φ)).re = (inner ℂ φ (B ψ)).re := by
      rw [← hB ψ φ, ← inner_conj_symm (𝕜 := ℂ) (B ψ) φ, Complex.conj_re]
    simp only [expect, map_add, map_smul, inner_add_left, inner_add_right, inner_smul_left,
      inner_smul_right, Complex.conj_ofReal, Complex.add_re, Complex.re_ofReal_mul, h]
    ring
  have hgrad : (inner ℂ φ (A ψ)).re - m * (inner ℂ φ ψ).re = ‖φ‖ ^ 2 := by
    have h := hself φ
    have h2 : inner ℂ φ φ = inner ℂ φ (A ψ) - (m : ℂ) * inner ℂ φ ψ := by
      rw [← inner_smul_right, ← inner_sub_right, ← hφ]
    rw [h2, Complex.sub_re, Complex.re_ofReal_mul] at h
    exact h
  -- a nonnegative quadratic in `t` without constant term has no linear term
  have hd := discrim_le_zero (a := expect A φ - m * ‖φ‖ ^ 2) (b := 2 * ‖φ‖ ^ 2) (c := 0)
    (fun t => by
      have h := hbound (ψ + (t : ℂ) • φ)
      have hn := hline LinearMap.id (fun _ _ => rfl) t
      simp only [hid, LinearMap.id_apply, hψ] at hn
      rw [hline A hA t, hn, ← hm] at h
      linear_combination h + 2 * t * hgrad)
  unfold discrim at hd
  have hz : (‖φ‖ ^ 2) ^ 2 = 0 := le_antisymm (by nlinarith [hd]) (sq_nonneg _)
  have hφ0 : φ = 0 := by simpa using hz
  rw [hφ] at hφ0
  exact sub_eq_zero.1 hφ0
```

`A.IsSymmetric` says $\langle Ax,y\rangle=\langle x,Ay\rangle$, the basis-free form of a Hermitian matrix. Let the unit vector $\psi$ minimise the expectation value, with minimum $m$. By normalisation, $\langle A\rangle_x-m\|x\|^2\ge0$ for every $x$; this is `hbound`.

Set $\varphi=A\psi-m\psi$ and $x=\psi+t\varphi$ with $t$ real. Then

$$\langle A\rangle_x=m+2t\,\mathrm{Re}\langle\varphi,A\psi\rangle+t^2\langle A\rangle_\varphi,$$
$$\|x\|^2=1+2t\,\mathrm{Re}\langle\varphi,\psi\rangle+t^2\|\varphi\|^2 .$$

Both expansions come from `hline`, used for $A$ and for the identity. Since $\mathrm{Re}\langle\varphi,A\psi-m\psi\rangle=\|\varphi\|^2$ (`hgrad`), the inequality becomes

$$2t\|\varphi\|^2+t^2\left(\langle A\rangle_\varphi-m\|\varphi\|^2\right)\ge0\quad\text{for all }t.$$

Its discriminant $4\|\varphi\|^4$ must be at most zero, so $\varphi=0$ and $A\psi=m\psi$.

## A lower bound at every scale

```lean
/-- The expectation value in the scaled Hamiltonian is `⟨T⟩ / r² + ⟨V⟩ / r`. -/
theorem expect_scaledH (T V : E →ₗ[ℂ] E) (r : ℝ) (ψ : E) :
    expect (scaledH T V r) ψ = expect T ψ / r ^ 2 + expect V ψ / r := by
  simp only [expect, scaledH, LinearMap.add_apply, LinearMap.smul_apply, inner_add_right,
    inner_smul_right, Complex.add_re, Complex.re_ofReal_mul]
  ring
```

By linearity, the energy of $\psi$ is $\langle T\rangle_\psi/r^2+\langle V\rangle_\psi/r$.

```lean
/-- If `T` and `V` are symmetric, so is the scaled Hamiltonian. -/
theorem scaledH_symm {T V : E →ₗ[ℂ] E} (hT : T.IsSymmetric) (hV : V.IsSymmetric) (r : ℝ) :
    (scaledH T V r).IsSymmetric := by
  intro x y
  simp only [scaledH, LinearMap.add_apply, LinearMap.smul_apply, inner_add_left,
    inner_add_right, inner_smul_left, inner_smul_right, Complex.conj_ofReal, hT x y, hV x y]
```

Real combinations of symmetric operators are symmetric, so the previous eigenvector theorem applies to the scaled Hamiltonian.

```lean
/-- Let `T` be positive definite and let `M ≥ 0` bound `⟨V⟩² / (4 ⟨T⟩)` on unit states with
`⟨V⟩ ≤ 0`. Then every unit state has energy at least `-M` at every scale `r > 0`. -/
theorem neg_le_expect_scaledH {T V : E →ₗ[ℂ] E} (hpos : ∀ ψ : E, ψ ≠ 0 → 0 < expect T ψ)
    {M : ℝ} (hM0 : 0 ≤ M)
    (hM : ∀ ψ : E, ‖ψ‖ = 1 → expect V ψ ≤ 0 → scalingGain T V ψ ≤ M)
    {r : ℝ} (hr : 0 < r) {χ : E} (hχ : ‖χ‖ = 1) : -M ≤ expect (scaledH T V r) χ := by
  have ht : 0 < expect T χ := hpos χ (norm_ne_zero_iff.1 (by rw [hχ]; exact one_ne_zero))
  rw [expect_scaledH]
  rcases le_or_gt (expect V χ) 0 with hv | hv
  · have h := hM χ hχ hv
    unfold scalingGain at h
    -- complete the square in `1 / r`
    have hsq : expect T χ / r ^ 2 + expect V χ / r + expect V χ ^ 2 / (4 * expect T χ) =
        (2 * expect T χ / r + expect V χ) ^ 2 / (4 * expect T χ) := by
      field_simp
      ring
    have h0 : 0 ≤ (2 * expect T χ / r + expect V χ) ^ 2 / (4 * expect T χ) := by positivity
    linarith
  · have h0 : 0 < expect T χ / r ^ 2 + expect V χ / r := by positivity
    linarith
```

Here $M\ge0$ is any upper bound on $g$ over unit states with $\langle V\rangle\le0$. For a unit state $\chi$, put $t=\langle T\rangle_\chi>0$ and $v=\langle V\rangle_\chi$. If $v\le0$, completing the square (`hsq`) gives

$$\frac{t}{r^2}+\frac{v}{r}=\frac{(2t/r+v)^2}{4t}-\frac{v^2}{4t}\ge-\frac{v^2}{4t}\ge-M .$$

If $v>0$, the energy is positive and hence above $-M$.

```lean
variable [FiniteDimensional ℂ E]

/-- Rayleigh-Ritz principle: on a nonzero finite-dimensional space, the lowest eigenvalue of a
symmetric operator is the least expectation value in a unit state. -/
theorem rayleigh_ritz [Nontrivial E] {A : E →ₗ[ℂ] E} (hA : A.IsSymmetric) :
    IsLeast {e : ℝ | ∃ ψ : E, ‖ψ‖ = 1 ∧ expect A ψ = e} (lowestEigenvalue A) := by
  have : ProperSpace E := FiniteDimensional.proper ℂ E
  have hc : Continuous (expect A) := Complex.continuous_re.comp
    ((continuous_inner (𝕜 := ℂ)).comp
      (continuous_id.prodMk A.continuous_of_finiteDimensional))
  obtain ⟨v, hv⟩ := exists_ne (0 : E)
  obtain ⟨ψ, hψ, hmin⟩ := (isCompact_sphere (0 : E) 1).exists_isMinOn
    ⟨_, mem_sphere_zero_iff_norm.2 (expect_normalized A hv).1⟩ hc.continuousOn
  rw [mem_sphere_zero_iff_norm] at hψ
  have hmin' : ∀ φ : E, ‖φ‖ = 1 → expect A ψ ≤ expect A φ :=
    fun φ hφ => isMinOn_iff.1 hmin φ (mem_sphere_zero_iff_norm.2 hφ)
  have hleast : IsLeast {e : ℝ | ∃ χ : E, χ ≠ 0 ∧ A χ = (e : ℂ) • χ} (expect A ψ) := by
    refine ⟨⟨ψ, norm_ne_zero_iff.1 (by rw [hψ]; exact one_ne_zero),
      eigenvector_of_minimum hA hψ hmin'⟩, ?_⟩
    rintro e ⟨χ, hχ, he⟩
    obtain ⟨h1, h2⟩ := expect_normalized A hχ
    have h := hmin' _ h1
    have hval : expect A χ = e * ‖χ‖ ^ 2 := by
      rw [expect, he, inner_smul_right, Complex.re_ofReal_mul]
      exact congrArg (fun z => e * z) (inner_self_eq_norm_sq (𝕜 := ℂ) χ)
    rwa [h2, hval, mul_div_cancel_right₀ _ (pow_ne_zero 2 (norm_ne_zero_iff.2 hχ))] at h
  have hlow : lowestEigenvalue A = expect A ψ := hleast.csInf_eq
  rw [hlow]
  refine ⟨⟨ψ, hψ, rfl⟩, ?_⟩
  rintro _ ⟨φ, hφ, rfl⟩
  exact hmin' φ hφ
```

`Nontrivial E` means dimension at least one. `IsLeast S a` says that $a$ belongs to the set $S$ and is a lower bound for it. The unit sphere is compact and the expectation value continuous, so a minimiser exists, and it is an eigenvector. If $A\chi=e\chi$ with $\chi\neq0$, then $e=\langle A\rangle_\chi/\|\chi\|^2$ is at least the minimum. The minimum is therefore the lowest eigenvalue.

## The optimal state and its scale

```lean
/-- Let `T` be positive definite, `V` symmetric, and let `φ` with `⟨V⟩ < 0` maximise
`⟨V⟩² / (4 ⟨T⟩)` among unit states with `⟨V⟩ ≤ 0`. At `r = -2 ⟨T⟩ / ⟨V⟩` the lowest eigenvalue
is minus this maximum, and `φ` is an eigenvector for it. -/
theorem optimal_state {T V : E →ₗ[ℂ] E} (hT : T.IsSymmetric) (hV : V.IsSymmetric)
    (hpos : ∀ ψ : E, ψ ≠ 0 → 0 < expect T ψ) {φ : E} (hφ : ‖φ‖ = 1) (hneg : expect V φ < 0)
    (hmax : ∀ ψ : E, ‖ψ‖ = 1 → expect V ψ ≤ 0 → scalingGain T V ψ ≤ scalingGain T V φ) :
    lowestEigenvalue (scaledH T V (-2 * expect T φ / expect V φ)) = -scalingGain T V φ ∧
      scaledH T V (-2 * expect T φ / expect V φ) φ =
        ((-scalingGain T V φ : ℝ) : ℂ) • φ := by
  have hφ0 : φ ≠ 0 := norm_ne_zero_iff.1 (by rw [hφ]; exact one_ne_zero)
  have : Nontrivial E := ⟨φ, 0, hφ0⟩
  have ht := hpos φ hφ0
  have hr : 0 < -2 * expect T φ / expect V φ := div_pos_of_neg_of_neg (by linarith) hneg
  have hg : 0 ≤ scalingGain T V φ := by unfold scalingGain; positivity
  have hval : expect (scaledH T V (-2 * expect T φ / expect V φ)) φ =
      -scalingGain T V φ := by
    have hv := hneg.ne
    have ht' := ht.ne'
    rw [expect_scaledH, scalingGain]
    field_simp
    ring
  have hlow := fun (χ : E) (hχ : ‖χ‖ = 1) => neg_le_expect_scaledH hpos hg hmax hr hχ
  have hS := scaledH_symm hT hV (-2 * expect T φ / expect V φ)
  constructor
  · refine (rayleigh_ritz hS).unique ⟨⟨φ, hφ, hval⟩, ?_⟩
    rintro _ ⟨χ, hχ, rfl⟩
    exact hlow χ hχ
  · have h := eigenvector_of_minimum hS hφ (fun χ hχ => by rw [hval]; exact hlow χ hχ)
    rwa [hval] at h
```

Let $\varphi$ now maximise $g$ among the unit states with $\langle V\rangle\le0$, with $t=\langle T\rangle_\varphi$ and $v=\langle V\rangle_\varphi<0$. At $r=-2t/v>0$,

$$\frac{t}{r^2}=\frac{v^2}{4t},\qquad \frac vr=-\frac{v^2}{2t},\qquad \frac{t}{r^2}+\frac vr=-\frac{v^2}{4t}=-g(\varphi).$$

This is `hval`. The lower bound with $M=g(\varphi)$ shows that no unit state has less energy at this $r$. Rayleigh–Ritz then identifies the lowest eigenvalue, and the minimiser theorem makes $\varphi$ an eigenvector.

The same square gives a neighbouring result for any unit state with $\langle V\rangle<0$: its own energy is lowest at $r=-2\langle T\rangle/\langle V\rangle$, where the potential energy is minus twice the kinetic energy, the virial relation for Coulomb forces.

```lean
/-- Variational scaling bound in finite dimension: for `T` positive definite and `V` symmetric with
a negative expectation value, the least value over `r > 0` of the lowest eigenvalue of
`T / r² + V / r` is minus the maximum of `⟨V⟩² / (4 ⟨T⟩)` over unit states with `⟨V⟩ ≤ 0`, and this
maximum is positive. -/
theorem scaling_bound {T V : E →ₗ[ℂ] E} (hT : T.IsSymmetric) (hV : V.IsSymmetric)
    (hpos : ∀ ψ : E, ψ ≠ 0 → 0 < expect T ψ) (hneg : ∃ ψ : E, expect V ψ < 0) :
    ∃ M : ℝ, 0 < M ∧
      IsGreatest {g : ℝ | ∃ ψ : E, ‖ψ‖ = 1 ∧ expect V ψ ≤ 0 ∧ scalingGain T V ψ = g} M ∧
      IsLeast {e : ℝ | ∃ r : ℝ, 0 < r ∧ lowestEigenvalue (scaledH T V r) = e} (-M) := by
  have : ProperSpace E := FiniteDimensional.proper ℂ E
  have hc : ∀ A : E →ₗ[ℂ] E, Continuous (expect A) := fun A => Complex.continuous_re.comp
    ((continuous_inner (𝕜 := ℂ)).comp
      (continuous_id.prodMk A.continuous_of_finiteDimensional))
  have hunit : ∀ χ : E, ‖χ‖ = 1 → 0 < expect T χ :=
    fun χ hχ => hpos χ (norm_ne_zero_iff.1 (by rw [hχ]; exact one_ne_zero))
  obtain ⟨v, hv⟩ := hneg
  have hv0 : v ≠ 0 := by
    rintro rfl
    simp [expect] at hv
  have : Nontrivial E := ⟨v, 0, hv0⟩
  obtain ⟨hu, huV⟩ := expect_normalized V hv0
  obtain ⟨u, hudef⟩ : ∃ u, u = ((‖v‖⁻¹ : ℝ) : ℂ) • v := ⟨_, rfl⟩
  rw [← hudef] at hu huV
  have huneg : expect V u < 0 := by
    rw [huV]
    exact div_neg_of_neg_of_pos hv (pow_pos (norm_pos_iff.2 hv0) 2)
  -- the unit states with `⟨V⟩ ≤ 0` form a compact set, so a maximiser exists
  have hK : IsCompact (sphere (0 : E) 1 ∩ {χ | expect V χ ≤ 0}) :=
    (isCompact_sphere (0 : E) 1).inter_right (isClosed_le (hc V) continuous_const)
  have hcont : ContinuousOn (scalingGain T V) (sphere (0 : E) 1 ∩ {χ | expect V χ ≤ 0}) :=
    ContinuousOn.div ((hc V).pow 2).continuousOn (continuous_const.mul (hc T)).continuousOn
      (fun χ hχ => (mul_pos four_pos (hunit χ (mem_sphere_zero_iff_norm.1 hχ.1))).ne')
  obtain ⟨φ, ⟨hφ, hφV⟩, hmax⟩ :=
    hK.exists_isMaxOn ⟨u, mem_sphere_zero_iff_norm.2 hu, huneg.le⟩ hcont
  rw [mem_sphere_zero_iff_norm] at hφ
  have hmax' : ∀ ψ : E, ‖ψ‖ = 1 → expect V ψ ≤ 0 → scalingGain T V ψ ≤ scalingGain T V φ :=
    fun ψ h1 h2 => isMaxOn_iff.1 hmax ψ ⟨mem_sphere_zero_iff_norm.2 h1, h2⟩
  have husq : 0 < expect V u ^ 2 := by nlinarith [mul_pos_of_neg_of_neg huneg huneg]
  have hgu : 0 < scalingGain T V u := div_pos husq (mul_pos four_pos (hunit u hu))
  have hg : 0 < scalingGain T V φ := hgu.trans_le (hmax' u hu huneg.le)
  have hφneg : expect V φ < 0 := by
    refine lt_of_le_of_ne hφV (fun h => ?_)
    simp [scalingGain, h] at hg
  refine ⟨scalingGain T V φ, hg, ⟨⟨φ, hφ, hφV, rfl⟩, ?_⟩, ⟨⟨_, ?_,
    (optimal_state hT hV hpos hφ hφneg hmax').1⟩, ?_⟩⟩
  · rintro _ ⟨ψ, h1, h2, rfl⟩
    exact hmax' ψ h1 h2
  · exact div_pos_of_neg_of_neg (by linarith [hunit φ hφ]) hφneg
  · rintro _ ⟨r, hr, rfl⟩
    obtain ⟨χ, hχ, he⟩ := (rayleigh_ritz (scaledH_symm hT hV r)).1
    rw [← he]
    exact neg_le_expect_scaledH hpos hg.le hmax' hr hχ
```

The hypotheses say that $T$ and $V$ are symmetric, $T$ is positive definite, and $V$ has a negative expectation value. `IsGreatest` makes $M$ an attained maximum; `IsLeast` makes $-M$ an attained minimum over $r>0$.

Normalise the given negative state to $u$; then $g(u)>0$. The unit states with $\langle V\rangle\le0$ form a nonempty compact set on which $g$ is continuous, because $\langle T\rangle>0$. A maximiser $\varphi$ exists, and $g(\varphi)\ge g(u)>0$ forces $\langle V\rangle_\varphi<0$. Set $M=g(\varphi)$. The previous theorem supplies a scale with $E_0(r)=-M$. At any other scale, Rayleigh–Ritz provides a unit state with energy $E_0(r)$, which is at least $-M$.

Positive semidefinite $T$ is not enough. In dimension one, take $T=0$ and $V=-1$: the eigenvalue $-1/r$ has no lower bound as $r\to0$.

The theorem covers finite bases only. In the complete basis a minimum over $r>0$ need not exist: for one electron and two protons, with the repulsion between the protons left out, the energy approaches that of the helium ion He⁺ as $r\to0$ but never reaches it.

```lean
/-- In finite dimension, for `T` positive definite and `V` symmetric, the lowest eigenvalue of
`T / r² + V / r` is negative at some scale `r > 0` exactly when `V` has a negative expectation
value. -/
theorem exists_negative_iff [Nontrivial E] {T V : E →ₗ[ℂ] E} (hT : T.IsSymmetric)
    (hV : V.IsSymmetric) (hpos : ∀ ψ : E, ψ ≠ 0 → 0 < expect T ψ) :
    (∃ r : ℝ, 0 < r ∧ lowestEigenvalue (scaledH T V r) < 0) ↔ ∃ ψ : E, expect V ψ < 0 := by
  constructor
  · rintro ⟨r, hr, hlt⟩
    obtain ⟨χ, hχ, he⟩ := (rayleigh_ritz (scaledH_symm hT hV r)).1
    refine ⟨χ, lt_of_not_ge (fun hv => ?_)⟩
    have ht := hpos χ (norm_ne_zero_iff.1 (by rw [hχ]; exact one_ne_zero))
    rw [← he, expect_scaledH] at hlt
    have h1 : 0 < expect T χ / r ^ 2 := div_pos ht (pow_pos hr 2)
    have h2 : 0 ≤ expect V χ / r := div_nonneg hv hr.le
    linarith
  · intro hneg
    obtain ⟨M, hM, -, ⟨r, hr, he⟩, -⟩ := scaling_bound hT hV hpos hneg
    exact ⟨r, hr, by rw [he]; linarith⟩

end

end VariationalScalingBound
```

If $E_0(r)<0$, a unit ground state satisfies $\langle T\rangle/r^2+\langle V\rangle/r<0$. Since $\langle T\rangle>0$, it must have $\langle V\rangle<0$. Conversely, a negative expectation value of $V$ gives a scale with $E_0(r)=-M<0$ by the main theorem.

```lean
#print axioms VariationalScalingBound.eigenvector_of_minimum
#print axioms VariationalScalingBound.exists_negative_iff
```

```
'VariationalScalingBound.eigenvector_of_minimum' depends on axioms: [propext, Classical.choice, Quot.sound]
'VariationalScalingBound.exists_negative_iff' depends on axioms: [propext, Classical.choice, Quot.sound]
```
